# Level counting gives a nonnegative number of multiplets for any finite set of spins

A rotationally invariant spin Hamiltonian can be diagonalised in blocks of fixed total spin J and fixed total magnetic quantum number M. The size of such a block can be found by subtraction: the number of product states with total magnetic quantum number M = J, minus the number with M = J + 1. The difference is used as the number of multiplets of spin J, so it must never be negative. For any finite set of spins this follows from counting product states, without constructing a single coupled state.

For a finite cluster of localised spins with isotropic exchange, the numbers are the block sizes at fixed J and M. For electrons in singly occupied orbitals, with the orbital occupation held fixed, they count the independent spin functions of each total spin at a fixed M.

## Product states sorted by lowering steps

Take spins j_i and write a_i = 2j_i, a natural number. A product state is labelled by the numbers m_i of lowering steps from the top of each spin, with 0 ≤ m_i ≤ a_i. Here m_i is not the magnetic quantum number of spin i, which is j_i − m_i. With

s = ∑ a_i and k = ∑ m_i,

the state has M = s/2 − k. Level k is the set of product states with k steps in all, and s is twice the largest total spin.

```lean
import Mathlib

open Finset Polynomial

namespace SpinCoupling
```

A single spin d/2 has one state for each number of steps from 0 to d. Its generating polynomial is

L_d(x) = 1 + x + ... + x^d.

```lean
/-- The generating polynomial `1 + x + ... + x^d` of a single spin `d/2`: one state for each
number of lowering steps from `0` to `d`. -/
noncomputable def ladder (d : ℕ) : ℕ[X] := ∑ i ∈ range (d + 1), X ^ i
```

The number of product states at level k is

c(k) = number of families m with 0 ≤ m_i ≤ a_i and ∑ m_i = k.

```lean
/-- The number of product states of spins `a i / 2` that lie `k` lowering steps below the
state of highest total magnetic quantum number; `m i` is the number of steps taken by spin `i`. -/
def levelCount {ι : Type*} [Fintype ι] [DecidableEq ι] (a : ι → ℕ) (k : ℕ) : ℕ :=
  ((Fintype.piFinset fun i => range (a i + 1)).filter fun m => ∑ i, m i = k).card
```

In `levelCount`, `Fintype.piFinset` forms all allowed families, the filter keeps those with k steps, and `card` counts them. The index type `ι` is any finite type, so the spins need no ordering; spins of zero and an empty set of spins are allowed.

The subtraction rule reads

N_0 = c(0), N_k = c(k) − c(k−1) for k ≥ 1.

```lean
/-- The highest-weight formula: the number of states at level `k` minus the number at the
level above it, where there is no level above `k = 0`. -/
def multiplets {ι : Type*} [Fintype ι] [DecidableEq ι] (a : ι → ℕ) : ℕ → ℤ
  | 0 => levelCount a 0
  | k + 1 => (levelCount a (k + 1) : ℤ) - levelCount a k
```

The values are integers because subtraction of natural numbers in Lean stops at zero, which would make nonnegativity an empty statement. Despite its name, `multiplets a k` is a multiplet number only for 2k ≤ s, where J = s/2 − k is not negative.

Two properties of the counts are carried together through the argument. For a polynomial p with coefficients p(k), they are

p(k) = p(s−k) for k ≤ s,
p(k) ≤ p(k+1) for 2(k+1) ≤ s.

```lean
/-- A polynomial of degree at most `s` whose coefficients are symmetric about `s/2` and do not
decrease up to the middle. -/
def Balanced (p : ℕ[X]) (s : ℕ) : Prop :=
  p.natDegree ≤ s ∧ reflect s p = p ∧ ∀ k, 2 * (k + 1) ≤ s → p.coeff k ≤ p.coeff (k + 1)
```

`Balanced p s` adds that the degree is at most s. The operation `reflect s` exchanges the coefficients at k and s − k, which in physical terms is M → −M.

## The counts as polynomial coefficients

Multiplying out the single-spin polynomials gives one monomial per product state:

∏ L_{a_i}(x) = ∑_m x^(∑ m_i).

The coefficient of x^k is therefore c(k).

```lean
/-- The number of product states at level `k` is the coefficient of `x^k` in the product of the
single-spin polynomials. -/
theorem coeff_prod_ladder {ι : Type*} [Fintype ι] [DecidableEq ι] (a : ι → ℕ) (k : ℕ) :
    (∏ i, ladder (a i)).coeff k = levelCount a k := by
  simp only [ladder, levelCount]
  -- expanding the product gives one monomial for each product state
  rw [Finset.prod_univ_sum, Polynomial.finsetSum_coeff, card_filter]
  refine sum_congr rfl fun m _ => ?_
  rw [prod_pow_eq_pow_sum, coeff_X_pow]
  exact if_congr eq_comm rfl rfl
```

`Finset.prod_univ_sum` is the expansion. `card_filter` writes the count as a sum of zeros and ones, and `coeff_X_pow` gives the same zeros and ones on the polynomial side.

## One spin is symmetric

The coefficient of x^k in L_d is 1 for k ≤ d and 0 above. Since d − k also lies between 0 and d when k does, reversal changes nothing.

```lean
/-- The polynomial of a single spin is symmetric: its degree is at most `d`, and reversing the
order of its coefficients from `0` to `d` leaves it unchanged. -/
theorem ladder_symm (d : ℕ) : (ladder d).natDegree ≤ d ∧ reflect d (ladder d) = ladder d := by
  have hc : ∀ k, (ladder d).coeff k = if k ≤ d then 1 else 0 := by
    intro k
    simp [ladder, Polynomial.finsetSum_coeff, coeff_X_pow]
  constructor
  · refine natDegree_le_iff_coeff_eq_zero.2 fun k hk => ?_
    rw [hc, if_neg (not_le.mpr hk)]
  · ext k
    rw [coeff_reflect]
    by_cases hk : k ≤ d
    · rw [revAt_le hk, hc, hc, if_pos (Nat.sub_le d k), if_pos hk]
    · rw [revAt_eq_self_of_lt (not_le.mp hk)]
```

The auxiliary fact `hc` is the formula for the coefficients; both claims are read off from it.

## Coupling one more spin

Let p hold the level counts of a system and let q = p L_d be those after a spin d/2 is added. Then

q(k) = p(k) + p(k−1) + ... + p(k−d),
q(k+1) = p(k+1) + p(k) + ... + p(k+1−d),

where coefficients with negative index are zero. All but two terms cancel in the difference:

q(k+1) − q(k) = p(k+1) − p(k−d).

```lean
/-- Coupling a spin `d/2` to a system with level counts `p`: from level `k` to level `k + 1`
the count gains `p (k + 1)` and loses `p (k - d)`, the latter only if `d ≤ k`. -/
theorem coeff_mul_ladder_succ (p : ℕ[X]) (d k : ℕ) :
    (p * ladder d).coeff (k + 1) + (if d ≤ k then p.coeff (k - d) else 0)
      = (p * ladder d).coeff k + p.coeff (k + 1) := by
  induction d with
  | zero => simp [ladder, add_comm]
  | succ d ih =>
    have h : ladder (d + 1) = ladder d + X ^ (d + 1) := sum_range_succ _ _
    have e : k + 1 - (d + 1) = k - d := by omega
    rw [h, mul_add, coeff_add, coeff_add, coeff_mul_X_pow', coeff_mul_X_pow', e]
    split_ifs at ih ⊢ <;> omega
```

Lean states this with the subtracted terms moved across, so that it holds in the natural numbers. The proof is by induction on d, using L_{d+1} = L_d + x^(d+1): the new monomial adds one shifted coefficient of p to each side, and `omega` settles each case, whether or not the shift exceeds the level.

The sign of the difference will require a reflection about the middle,

p(k) = p(s−k) for k ≤ s,

which is the symmetry in `Balanced` read off coefficient by coefficient.

```lean
/-- The coefficients of a balanced polynomial agree at mirror-image levels `k` and `s - k`,
for `k ≤ s`. -/
theorem Balanced.coeff_symm {p : ℕ[X]} {s k : ℕ} (h : Balanced p s) (hk : k ≤ s) :
    p.coeff k = p.coeff (s - k) := by
  calc p.coeff k = (reflect s p).coeff k := by rw [h.2.1]
    _ = p.coeff (s - k) := by rw [coeff_reflect, revAt_le hk]
```

Suppose p is balanced about s/2. The new total is s + d, and symmetry survives because reversing a product reverses each factor. For growth, let 2(k+1) ≤ s + d. It must be shown that p(k−d) ≤ p(k+1).

- If k < d, the left side is zero.
- If d ≤ k and 2(k+1) ≤ s, both levels lie in the first half and k − d ≤ k + 1, so growth of p is enough.
- If d ≤ k and 2(k+1) > s, level k + 1 lies beyond the middle. It is still at most s, since d ≤ k and 2(k+1) ≤ s + d give k + 2 ≤ s, so p(k+1) can be replaced by p(s−k−1). The new level is in the first half, and k − d ≤ s − k − 1 because 2(k+1) ≤ s + d. Growth of p applies again.

```lean
/-- Coupling one more spin `d/2` keeps the level counts symmetric and non-decreasing up to the
middle. -/
theorem Balanced.mul_ladder {p : ℕ[X]} {s : ℕ} (h : Balanced p s) (d : ℕ) :
    Balanced (p * ladder d) (s + d) := by
  have hl := ladder_symm d
  refine ⟨natDegree_mul_le.trans (add_le_add h.1 hl.1), ?_, fun k hk => ?_⟩
  · rw [reflect_mul _ _ h.1 hl.1, h.2.1, hl.2]
  · have hrec := coeff_mul_ladder_succ p d k
    have mono : ∀ m n, m ≤ n → 2 * n ≤ s → p.coeff m ≤ p.coeff n := by
      intro m n hmn
      induction hmn with
      | refl => intro _; exact le_rfl
      | step _ ih => intro hn; exact (ih (by omega)).trans (h.2.2 _ (by omega))
    -- the gain is at least the loss
    have key : (if d ≤ k then p.coeff (k - d) else 0) ≤ p.coeff (k + 1) := by
      by_cases hd : d ≤ k
      · rw [if_pos hd]
        by_cases hq : 2 * (k + 1) ≤ s
        · exact mono _ _ (by omega) hq
        · -- beyond the middle, reflect level `k + 1` first
          rw [h.coeff_symm (k := k + 1) (by omega)]
          exact mono _ _ (by omega) (by omega)
      · rw [if_neg hd]
        exact Nat.zero_le _
    linarith
```

Here `mono` chains single steps of growth into a comparison of any two levels in the first half, `key` contains the three cases, and `linarith` combines `key` with the formula for the difference.

Start with no spins, where the polynomial is 1 = L_0 and s = 0, and add the spins one at a time:

∏ L_{a_i} is balanced about (∑ a_i)/2.

```lean
/-- For any finite collection of spins `a i / 2`, the product of the single-spin polynomials is
symmetric about half of `∑ a i` and non-decreasing up to the middle. -/
theorem balanced_prod {ι : Type*} (a : ι → ℕ) (t : Finset ι) :
    Balanced (∏ i ∈ t, ladder (a i)) (∑ i ∈ t, a i) := by
  classical
  induction t using Finset.induction_on with
  | empty =>
    have h0 : ladder 0 = 1 := by simp [ladder]
    rw [prod_empty, sum_empty, ← h0]
    exact ⟨(ladder_symm 0).1, (ladder_symm 0).2, fun k hk => by omega⟩
  | insert i t hi ih =>
    rw [prod_insert hi, sum_insert hi, mul_comm, add_comm]
    exact ih.mul_ladder _
```

The induction runs over finite sets of indices, and its insertion step is `Balanced.mul_ladder`. Since the coefficients are the level counts,

c(k) = c(s−k) for k ≤ s,
c(k) ≤ c(k+1) for 2(k+1) ≤ s.

```lean
variable {ι : Type*} [Fintype ι] [DecidableEq ι]

/-- With `s = ∑ a i`, levels `k` and `s - k` hold equally many product states for `k ≤ s`, and
the number of states does not decrease from level `k` to `k + 1` when `2 (k + 1) ≤ s`. -/
theorem levelCount_symm_unimodal (a : ι → ℕ) :
    (∀ k ≤ ∑ i, a i, levelCount a k = levelCount a (∑ i, a i - k)) ∧
    ∀ k, 2 * (k + 1) ≤ ∑ i, a i → levelCount a k ≤ levelCount a (k + 1) := by
  have h := balanced_prod a univ
  simp only [← coeff_prod_ladder]
  exact ⟨fun k hk => h.coeff_symm hk, h.2.2⟩
```

For s = 0 or s = 1 the second line has no cases.

## The subtraction rule counts multiplets

A multiplet of spin J = s/2 − k has one state for each M from J down to −J, so it occupies each of the levels k, ..., s − k once. Level m, where m now denotes a single number, is reached by the multiplets with k ≤ m and k ≤ s − m. If there are N_k multiplets of each kind, then

c(m) = ∑ N_k, summed over k from 0 to min(m, s−m).

For 2m ≤ s the upper limit is m. Subtracting neighbouring equations gives N_m = c(m) − c(m−1), and N_0 = c(0). Conversely, with these values the sum telescopes to c(min(m, s−m)), which equals c(m) by symmetry.

```lean
/-- Let a multiplet of spin `s/2 - k`, with `s = ∑ a i`, occupy each level from `k` to `s - k`
once. Integers `N k` reproduce all level counts exactly when they are given by the
highest-weight formula for every `k` with `2 k ≤ s`. -/
theorem decomposition_iff (a : ι → ℕ) (N : ℕ → ℤ) :
    (∀ m ≤ ∑ i, a i, (levelCount a m : ℤ) =
      ∑ k ∈ (range (∑ i, a i + 1)).filter (fun k => k ≤ m ∧ m + k ≤ ∑ i, a i), N k) ↔
    ∀ k, 2 * k ≤ ∑ i, a i → N k = multiplets a k := by
  have hsymm := (levelCount_symm_unimodal a).1
  generalize ∑ i, a i = s at hsymm ⊢
  have hf : ∀ m ≤ s, (range (s + 1)).filter (fun k => k ≤ m ∧ m + k ≤ s)
      = range (min m (s - m) + 1) := by
    intro m hm
    ext k
    simp only [mem_filter, mem_range]
    omega
  -- the highest-weight differences telescope
  have tel : ∀ m, ∑ k ∈ range (m + 1), multiplets a k = levelCount a m := by
    intro m
    induction m with
    | zero => simp [multiplets]
    | succ m ih => rw [sum_range_succ, ih]; simp [multiplets]
  constructor
  · intro h k hk
    have hs : ∀ m, 2 * m ≤ s → ∑ k ∈ range (m + 1), N k = levelCount a m := by
      intro m hm
      rw [h m (by omega), hf m (by omega), min_eq_left (by omega)]
    cases k with
    | zero => simpa [multiplets] using hs 0 hk
    | succ k =>
      have h1 := hs (k + 1) hk
      rw [sum_range_succ, hs k (by omega)] at h1
      simp only [multiplets]
      linarith
  · intro h m hm
    have e : ∑ k ∈ range (min m (s - m) + 1), N k
        = ∑ k ∈ range (min m (s - m) + 1), multiplets a k :=
      sum_congr rfl fun k hk => h k (by have := mem_range.1 hk; omega)
    rw [hf m hm, e, tel]
    rcases le_total m (s - m) with h1 | h1
    · rw [min_eq_left h1]
    · rw [min_eq_right h1, ← hsymm m hm]
```

The theorem is an equivalence: integers `N k` reproduce every level count exactly when they obey the subtraction rule for all k with 2k ≤ s. Negative integers are admitted at this stage, so the rule is forced by the counts alone. In the proof, `hf` turns the two conditions on k into the upper limit of the sum, and `tel` is the telescoping.

One step from this model to a real spin system comes from the theory of angular momentum: the product space does split into multiplets of total spin, each containing every M from J to −J once. Lean works here with numbers of states and contains no spin operators.

Growth up to the middle now gives the sign:

N_k = c(k) − c(k−1) ≥ 0 for 1 ≤ k and 2k ≤ s,

and N_0 = c(0) is a number of states.

```lean
/-- For arbitrary spins `a i / 2`, the highest-weight formula gives a nonnegative number at
every level `k` with `2 k ≤ ∑ a i`. -/
theorem multiplets_nonneg (a : ι → ℕ) (k : ℕ) (hk : 2 * k ≤ ∑ i, a i) :
    0 ≤ multiplets a k := by
  cases k with
  | zero => simp [multiplets]
  | succ k =>
    have h : (levelCount a k : ℤ) ≤ levelCount a (k + 1) := by
      exact_mod_cast (levelCount_symm_unimodal a).2 k hk
    simp only [multiplets]
    linarith
```

The two cases of the proof are these two statements. The bound 2k ≤ s matters: at k = s + 1 the difference is 0 − 1 = −1.

For three spins 1/2 the product is

(1 + x)³ = 1 + 3x + 3x² + x³,

so N_0 = 1 and N_1 = 3 − 1 = 2: one quartet and two doublets, with 4 + 2·2 = 8 states in all.

```lean
/-- For three spins 1/2 the highest-weight formula gives one at level 0 and two at level 1. -/
theorem three_spin_half :
    multiplets (fun _ : Fin 3 => 1) 0 = 1 ∧ multiplets (fun _ : Fin 3 => 1) 1 = 2 := by
  decide +kernel

end SpinCoupling
```

The spins are indexed by `Fin 3`, each with a_i = 1, and `decide +kernel` evaluates the two counts by enumeration.

```lean
#print axioms SpinCoupling.decomposition_iff
#print axioms SpinCoupling.multiplets_nonneg
#print axioms SpinCoupling.three_spin_half
```

```
'SpinCoupling.decomposition_iff' depends on axioms: [propext, Classical.choice, Quot.sound]
'SpinCoupling.multiplets_nonneg' depends on axioms: [propext, Classical.choice, Quot.sound]
'SpinCoupling.three_spin_half' depends on axioms: [propext, Classical.choice, Quot.sound]
```

## Two spins 1 and one spin 1/2

Here the a_i are 2, 2 and 1, so s = 5. The two spins 1 give

(1 + x + x²)² = 1 + 2x + 3x² + 2x³ + x⁴,

and multiplication by 1 + x gives the level counts

1, 3, 5, 5, 3, 1.

They are symmetric and grow up to the middle. The differences are N_0 = 1, N_1 = 2 and N_2 = 2: one multiplet with J = 5/2, two with J = 3/2 and two with J = 1/2. The dimensions add up to 6 + 2·4 + 2·2 = 18 = 3·3·2.

## The total number of multiplets

The same telescoping sum, taken up to the middle, gives

∑ N_k over 2k ≤ s = c(⌊s/2⌋),

where ⌊s/2⌋ is s/2 rounded down. The total number of multiplets is thus the number of product states with M = 0 if s is even, or M = 1/2 if s is odd. In the example above it is 1 + 2 + 2 = 5, the count at level 2. The reason is that every multiplet has exactly one state with that value of M, so a full diagonalisation of a rotationally invariant spin Hamiltonian among the states with that M gives one eigenvalue for each multiplet, with degenerate eigenvalues counted separately.
